# An orthogonal rotation of the occupied orbitals conjugates the Brillouin–Wigner dressing matrix and preserves its trace

Take two occupied orbitals and one virtual orbital, all of them spatial orbitals, so that two electrons of opposite spin can both enter the virtual one. The integrals and the doubles amplitudes are then two $2\times2$ matrices over the occupied indices. Let both be diagonal, $V=\mathrm{diag}(p,q)$ and $t=\mathrm{diag}(r,s)$, and form

$$W=Vt^{T}=\begin{pmatrix}pr&0\\0&qs\end{pmatrix}.$$

Now mix the two occupied orbitals at 45 degrees, with

$$U=\frac1{\sqrt2}\begin{pmatrix}1&-1\\1&1\end{pmatrix},\qquad
U^{T}VU=\frac12\begin{pmatrix}p+q&q-p\\q-p&p+q\end{pmatrix},$$

and likewise for $t$. The new $W$ is

$$W'=(U^{T}VU)(U^{T}tU)^{T}=\frac12\begin{pmatrix}pr+qs&qs-pr\\qs-pr&pr+qs\end{pmatrix}=U^{T}WU.$$

The cross terms $ps$ and $qr$ have cancelled, and the trace is still $pr+qs$. The cancellation comes from the product $UU^{T}=1$ that appears between the two factors. The same thing happens for any finite number of orbitals, where

$$W_{ij}=\sum_{kab}V_{ikab}\,t_{jkab}.$$

Here $i,j,k$ label occupied orbitals, $a,b$ label virtual orbitals, and all entries are real. In a spin-orbital basis with antisymmetrised integrals and amplitudes, this matrix, symmetrised and scaled, is the kind of term that second-order Brillouin–Wigner theory in its size-consistent form, BW-s2, adds to the occupied Fock block.

In Lean 4 with Mathlib:

```lean
import Mathlib

open Matrix

namespace OccupiedRotationDressing

noncomputable section
```

## Arrays as families of occupied matrices

For fixed $a,b$, write $V^{ab}$ and $t^{ab}$ for the matrices with entries $V_{ijab}$ and $t_{ijab}$. A doubles array is then a family of occupied–occupied matrices labelled by two virtual orbitals.

```lean
/-- Real doubles arrays: `t a b i j` is the entry with occupied indices `i, j` and virtual
indices `a, b`. -/
abbrev Doubles (o v : Type*) := v → v → Matrix o o ℝ
```

The entry $t_{ijab}$ is thus written `t a b i j`. No symmetry is imposed: the arrays need not be antisymmetric, nor symmetric under exchange of the two electrons.

New occupied orbitals $\varphi'_i=\sum_k U_{ki}\varphi_k$ change both occupied indices of an array:

$$t'_{ijab}=\sum_{kl}U_{ki}U_{lj}\,t_{klab}.$$

The virtual orbitals stay as they are.

```lean
variable {o v : Type*} [Fintype o]

/-- Transformation of both occupied indices of a doubles array by the matrix `U`. -/
def rotate (U : Matrix o o ℝ) (t : Doubles o v) : Doubles o v :=
  fun a b => Matrix.of fun i j => ∑ k, ∑ l, U k i * U l j * t a b k l
```

The definition accepts any square $U$; orthogonality enters later, as a hypothesis of the theorems that need it.

Reading the double sum as a matrix product gives

$$(t')^{ab}_{ij}=\sum_l\Big(\sum_k (U^{T})_{ik}\,t^{ab}_{kl}\Big)U_{lj}=(U^{T}t^{ab}U)_{ij}.$$

```lean
/-- For each pair of virtual orbitals, transforming the occupied indices is the matrix
product `Uᵀ t U`. -/
theorem rotate_eq (U : Matrix o o ℝ) (t : Doubles o v) (a b : v) :
    rotate U t a b = Uᵀ * t a b * U := by
  ext i j
  simp only [rotate, Matrix.of_apply, Matrix.mul_apply, Matrix.transpose_apply,
    Finset.sum_mul]
  rw [Finset.sum_comm]
  refine Finset.sum_congr rfl fun l _ => Finset.sum_congr rfl fun k _ => ?_
  ring
```

The proof compares entries. It exchanges the sums over $k$ and $l$, and `ring` reorders the three factors in each term.

## The dressing matrix as a sum of products

The definition of $W$ keeps the explicit index sum.

```lean
variable [Fintype v]

/-- The occupied-occupied matrix `W_ij = ∑_kab V_ikab t_jkab`. -/
def dressing (V t : Doubles o v) : Matrix o o ℝ :=
  Matrix.of fun i j => ∑ k, ∑ a, ∑ b, V a b i k * t a b j k
```

For each pair $a,b$ the sum over $k$ is a row of $V^{ab}$ times a row of $t^{ab}$, which is a product with a transpose:

$$W_{ij}=\sum_{ab}\sum_k V^{ab}_{ik}\,(t^{ab})^{T}_{kj},\qquad W=\sum_{ab}V^{ab}(t^{ab})^{T}.$$

```lean
/-- The matrix `W` is the sum of the products `V tᵀ` over all pairs of virtual orbitals. -/
theorem dressing_eq_sum (V t : Doubles o v) :
    dressing V t = ∑ a, ∑ b, V a b * (t a b)ᵀ := by
  ext i j
  simp only [dressing, Matrix.of_apply, Matrix.sum_apply, Matrix.mul_apply,
    Matrix.transpose_apply]
  rw [Finset.sum_comm]
  exact Finset.sum_congr rfl fun a _ => Finset.sum_comm
```

The two uses of `Finset.sum_comm` move the sum over $k$ inside the sums over $a$ and $b$.

The trace, $\operatorname{tr}W=\sum_{ijab}V_{ijab}t_{ijab}$ after renaming an index, is the full contraction of integrals with amplitudes. In a spin-orbital basis, with both the integrals and the amplitudes antisymmetrised, it is four times the doubles correlation energy.

## The dressed Fock block and the amplitude equation

Let $f$ be the occupied Fock block and $\alpha$ a real number. The dressed block is

$$F=f+\alpha\,(W+W^{T}).$$

The strength $\alpha$ stands for the prefactor with which a given method feeds correlation back into the occupied orbital energies. It is left arbitrary, and the theorems hold for every value of it, although the amplitudes themselves generally change with $\alpha$.

```lean
/-- The occupied Fock block `f` dressed with strength `α`: `f + α (W + Wᵀ)`. -/
def dressedFock (α : ℝ) (f : Matrix o o ℝ) (V t : Doubles o v) : Matrix o o ℝ :=
  f + α • (dressing V t + (dressing V t)ᵀ)
```

With $g$ for the virtual Fock block, the residual of the dressed doubles equation is

$$R^{ab}=V^{ab}+\sum_c\big(g_{ac}t^{cb}+g_{bc}t^{ac}\big)-\big(F\,t^{ab}+t^{ab}F^{T}\big),$$

and the amplitudes are determined by $R=0$. In components, the last bracket is $\sum_k(F_{ik}t_{kjab}+F_{jk}t_{ikab})$, so $F$ acts once on each occupied index. Since $F$ contains $t$ through $W$, the equation is nonlinear when $\alpha\neq0$ and $V\neq0$.

```lean
/-- Residual of the dressed doubles equation, with occupied Fock block `f`, virtual Fock
block `g`, and the dressed occupied block acting on each occupied index of `t`. -/
def residual (α : ℝ) (f : Matrix o o ℝ) (g : Matrix v v ℝ) (V t : Doubles o v) :
    Doubles o v :=
  fun a b => V a b + ∑ c, (g a c • t c b + g b c • t a c)
    - (dressedFock α f V t * t a b + t a b * (dressedFock α f V t)ᵀ)
```

## Covariance of W

Let $U$ be orthogonal. For any occupied matrices $A$ and $B$,

$$(U^{T}AU)(U^{T}BU)=U^{T}A\,(UU^{T})\,B\,U=U^{T}(AB)U.$$

```lean
variable [DecidableEq o]

/-- For orthogonal `U`, the product of two rotated occupied matrices is the rotated
product. -/
theorem rotated_mul {U : Matrix o o ℝ} (h : U * Uᵀ = 1) (A B : Matrix o o ℝ) :
    (Uᵀ * A * U) * (Uᵀ * B * U) = Uᵀ * (A * B) * U := by
  calc (Uᵀ * A * U) * (Uᵀ * B * U) = Uᵀ * A * (U * Uᵀ) * B * U := by
        simp only [Matrix.mul_assoc]
    _ = Uᵀ * (A * B) * U := by
        rw [h, mul_one]
        simp only [Matrix.mul_assoc]
```

Orthogonality is expressed by the hypothesis `U * Uᵀ = 1`. For a square matrix this also implies $U^{T}U=1$, and it admits reflections as well as proper rotations. The first line of the `calc` block regroups the factors, and the second replaces $UU^{T}$ by the identity.

The transpose of a rotated matrix is the rotated transpose, $(U^{T}t^{ab}U)^{T}=U^{T}(t^{ab})^{T}U$. Therefore

$$W'=\sum_{ab}(U^{T}V^{ab}U)\,(U^{T}(t^{ab})^{T}U)=\sum_{ab}U^{T}V^{ab}(t^{ab})^{T}U=U^{T}WU.$$

```lean
/-- If `V` and `t` are rotated in their occupied indices by the same orthogonal matrix `U`,
then `W` becomes `Uᵀ W U`. -/
theorem dressing_rotate {U : Matrix o o ℝ} (h : U * Uᵀ = 1) (V t : Doubles o v) :
    dressing (rotate U V) (rotate U t) = Uᵀ * dressing V t * U := by
  simp only [dressing_eq_sum, rotate_eq, Finset.mul_sum, Finset.sum_mul]
  refine Finset.sum_congr rfl fun a _ => Finset.sum_congr rfl fun b _ => ?_
  have ht : (Uᵀ * t a b * U)ᵀ = Uᵀ * (t a b)ᵀ * U := by
    simp only [Matrix.transpose_mul, Matrix.transpose_transpose, Matrix.mul_assoc]
  rw [ht, rotated_mul h]
```

In the proof, `ht` is the statement about the transpose, and `rotated_mul` then treats each pair $a,b$ separately.

The trace follows by cyclicity:

$$\operatorname{tr}(U^{T}WU)=\operatorname{tr}(UU^{T}W)=\operatorname{tr}W.$$

```lean
/-- The trace of `W` is unchanged when `V` and `t` are rotated in their occupied indices by
the same orthogonal matrix. -/
theorem trace_dressing_rotate {U : Matrix o o ℝ} (h : U * Uᵀ = 1) (V t : Doubles o v) :
    (dressing (rotate U V) (rotate U t)).trace = (dressing V t).trace := by
  rw [dressing_rotate h, Matrix.trace_mul_comm, ← Matrix.mul_assoc, h, one_mul]
```

## Trace invariance for all arrays forces orthogonality

Suppose that a square matrix $U$ leaves $\operatorname{tr}W$ unchanged for every choice of $V$ and $t$, and that there is at least one virtual orbital. Measure the failure of orthogonality by the symmetric matrix $D=UU^{T}-1$, and test the invariance on $V^{ab}=D$, $t^{ab}=1$ for all $a,b$. Every pair of virtual orbitals contributes equally, so their number divides out, leaving

$$\operatorname{tr}\big(U^{T}DU\,U^{T}U\big)=\operatorname{tr}D.$$

By cyclicity the left side is $\operatorname{tr}\big(D(UU^{T})^2\big)=\operatorname{tr}\big(D(D+1)^2\big)$. Expanding the square and cancelling $\operatorname{tr}D$ gives

$$\operatorname{tr}D^3+2\operatorname{tr}D^2=0.$$

Since $(DU)(DU)^{T}=D(D+1)D=D^3+D^2$ and $DD^{T}=D^2$, this is the same as

$$\operatorname{tr}\big((DU)(DU)^{T}\big)+\operatorname{tr}(DD^{T})=0.$$

For any real matrix $M$, $\operatorname{tr}(MM^{T})=\sum_{ij}M_{ij}^2\ge0$. Both terms therefore vanish, every entry of $D$ is zero, and $UU^{T}=1$.

```lean
/-- Converse: with at least one virtual orbital, a matrix `U` that leaves the trace of `W`
unchanged for all arrays `V` and `t` is orthogonal. -/
theorem orthogonal_of_trace_invariant [Nonempty v] {U : Matrix o o ℝ}
    (H : ∀ V t : Doubles o v,
      (dressing (rotate U V) (rotate U t)).trace = (dressing V t).trace) :
    U * Uᵀ = 1 := by
  have sq_sum : ∀ M : Matrix o o ℝ, (M * Mᵀ).trace = ∑ i, ∑ j, M i j ^ 2 := by
    intro M
    simp only [Matrix.trace, Matrix.diag_apply, Matrix.mul_apply, Matrix.transpose_apply, sq]
  have sq_nn : ∀ M : Matrix o o ℝ, 0 ≤ (M * Mᵀ).trace := by
    intro M
    rw [sq_sum]
    exact Finset.sum_nonneg fun i _ => Finset.sum_nonneg fun j _ => sq_nonneg _
  obtain ⟨D, hD⟩ : ∃ D, D = U * Uᵀ - 1 := ⟨_, rfl⟩
  have hG : U * Uᵀ = D + 1 := by rw [hD, sub_add_cancel]
  have hDt : Dᵀ = D := by
    rw [hD, Matrix.transpose_sub, Matrix.transpose_mul, Matrix.transpose_transpose,
      Matrix.transpose_one]
  -- test the invariance on the deviation from orthogonality
  have key := H (fun _ _ => D) (fun _ _ => 1)
  simp only [dressing_eq_sum, rotate_eq, Matrix.trace_sum] at key
  simp only [Finset.sum_const, Finset.card_univ, nsmul_eq_mul] at key
  have hc : (Fintype.card v : ℝ) ≠ 0 := Nat.cast_ne_zero.mpr Fintype.card_ne_zero
  have key2 := mul_left_cancel₀ hc (mul_left_cancel₀ hc key)
  have k1 : (D * (U * Uᵀ) * (U * Uᵀ)).trace = D.trace := by
    have e : D * (U * Uᵀ) * (U * Uᵀ) = (D * U * Uᵀ * U) * Uᵀ := by
      simp only [Matrix.mul_assoc]
    rw [e, Matrix.trace_mul_comm]
    simpa only [Matrix.transpose_mul, Matrix.transpose_transpose, Matrix.transpose_one,
      mul_one, one_mul, Matrix.mul_assoc] using key2
  have x1 : D * (D + 1) * (D + 1) = D * D * D + D * D + D * D + D := by noncomm_ring
  rw [hG, x1, Matrix.trace_add, Matrix.trace_add, Matrix.trace_add] at k1
  have x2 : (D * U) * (D * U)ᵀ = D * D * D + D * D := by
    calc (D * U) * (D * U)ᵀ = D * (U * Uᵀ) * D := by
          rw [Matrix.transpose_mul, hDt]
          simp only [Matrix.mul_assoc]
      _ = D * D * D + D * D := by
          rw [hG]
          noncomm_ring
  -- two sums of squares add up to zero
  have p1 := sq_nn (D * U)
  rw [x2, Matrix.trace_add] at p1
  have p2 := sq_nn D
  have z : (D * Dᵀ).trace = 0 := by
    rw [hDt] at p2 ⊢
    linarith
  rw [sq_sum] at z
  have D0 : D = 0 := by
    ext i j
    have n1 : ∀ k ∈ (Finset.univ : Finset o), 0 ≤ ∑ l, D k l ^ 2 :=
      fun k _ => Finset.sum_nonneg fun l _ => sq_nonneg _
    have n2 : ∀ l ∈ (Finset.univ : Finset o), 0 ≤ D i l ^ 2 := fun l _ => sq_nonneg _
    have zi : ∑ l, D i l ^ 2 = 0 :=
      (Finset.sum_eq_zero_iff_of_nonneg n1).1 z i (Finset.mem_univ i)
    have zij : D i j ^ 2 = 0 :=
      (Finset.sum_eq_zero_iff_of_nonneg n2).1 zi j (Finset.mem_univ j)
    have w : D i j = 0 := (pow_eq_zero_iff two_ne_zero).1 zij
    exact w
  rw [hG, D0, zero_add]
```

The auxiliary statements `sq_sum` and `sq_nn` give the sum of squares and its sign. The tested invariance is `key`, and `key2` is what remains after dividing twice by the number of virtual orbitals, which is where `Nonempty v` is used. The cyclic rearrangement is `k1`, while `x1` and `x2` are the two expansions in $D$. From these, `linarith` obtains $\operatorname{tr}(DD^{T})=0$, and the closing steps read off that each squared entry vanishes.

The hypothesis ranges over all real arrays, including the test arrays, which are symmetric in their occupied indices. Invariance on antisymmetrised arrays alone is a weaker condition: with a single occupied spin orbital such arrays are zero, and every $U$ satisfies it.

## Covariance of the amplitude equation

The Fock block of the new occupied orbitals is $f'=U^{T}fU$. Because $W'=U^{T}WU$ and $W'^{T}=U^{T}W^{T}U$,

$$F'=U^{T}fU+\alpha\,U^{T}(W+W^{T})U=U^{T}FU.$$

```lean
/-- Under an orthogonal occupied rotation of `f`, `V` and `t`, the dressed occupied Fock
block `F` becomes `Uᵀ F U`. -/
theorem dressedFock_rotate {U : Matrix o o ℝ} (h : U * Uᵀ = 1) (α : ℝ)
    (f : Matrix o o ℝ) (V t : Doubles o v) :
    dressedFock α (Uᵀ * f * U) (rotate U V) (rotate U t)
      = Uᵀ * dressedFock α f V t * U := by
  simp only [dressedFock, dressing_rotate h, Matrix.transpose_mul,
    Matrix.transpose_transpose, Matrix.mul_add, Matrix.add_mul, Matrix.mul_smul,
    Matrix.smul_mul, smul_add, Matrix.mul_assoc]
```

Each term of the residual now transforms in the same way. The integrals do so by definition. The virtual terms are linear combinations of the $t^{ab}$ with coefficients from $g$, which the occupied rotation does not touch. The occupied terms are products of rotated matrices:

$$F't'^{ab}=U^{T}(Ft^{ab})U,\qquad t'^{ab}F'^{T}=U^{T}(t^{ab}F^{T})U.$$

Adding them up gives $R'^{ab}=U^{T}R^{ab}U$.

```lean
/-- Under an orthogonal occupied rotation of `f`, `V` and `t`, the residual of the dressed
doubles equation is rotated in the same way as the amplitudes. -/
theorem residual_rotate {U : Matrix o o ℝ} (h : U * Uᵀ = 1) (α : ℝ)
    (f : Matrix o o ℝ) (g : Matrix v v ℝ) (V t : Doubles o v) :
    residual α (Uᵀ * f * U) g (rotate U V) (rotate U t)
      = rotate U (residual α f g V t) := by
  funext a b
  rw [rotate_eq]
  simp only [residual, dressedFock_rotate h, rotate_eq]
  generalize dressedFock α f V t = F
  have hF : (Uᵀ * F * U)ᵀ = Uᵀ * Fᵀ * U := by
    simp only [Matrix.transpose_mul, Matrix.transpose_transpose, Matrix.mul_assoc]
  rw [hF, rotated_mul h, rotated_mul h]
  simp only [Matrix.mul_add, Matrix.add_mul, Matrix.mul_sub, Matrix.sub_mul,
    Finset.mul_sum, Finset.sum_mul, Matrix.mul_smul, Matrix.smul_mul]
```

After `dressedFock_rotate` has been applied, `generalize` replaces the dressed block by an arbitrary matrix `F`, since its inner structure no longer matters. Two uses of `rotated_mul` handle the two products, and the final `simp only` distributes $U^{T}$ and $U$ over the sums.

If $R=0$, then $R'=0$ at once. If $R'=0$, the rotation can be undone:

$$R^{ab}=(UU^{T})R^{ab}(UU^{T})=U\,(U^{T}R^{ab}U)\,U^{T}=0.$$

So $t'$ solves the equation built from $f'$, $g$ and $V'$ exactly when $t$ solves the one built from $f$, $g$ and $V$.

```lean
/-- For orthogonal `U`, the rotated amplitudes solve the dressed doubles equation with
rotated `f` and `V` exactly when the original amplitudes solve the original equation. -/
theorem amplitude_equation_rotate {U : Matrix o o ℝ} (h : U * Uᵀ = 1) (α : ℝ)
    (f : Matrix o o ℝ) (g : Matrix v v ℝ) (V t : Doubles o v) :
    residual α (Uᵀ * f * U) g (rotate U V) (rotate U t) = 0
      ↔ residual α f g V t = 0 := by
  rw [residual_rotate h]
  generalize residual α f g V t = R
  constructor
  · intro H
    funext a b
    have e : Uᵀ * R a b * U = 0 := by
      rw [← rotate_eq, H]
      rfl
    -- undo the rotation
    calc R a b = (U * Uᵀ) * R a b * (U * Uᵀ) := by rw [h, one_mul, mul_one]
      _ = U * (Uᵀ * R a b * U) * Uᵀ := by simp only [Matrix.mul_assoc]
      _ = 0 := by rw [e, mul_zero, zero_mul]
  · intro H
    funext a b
    rw [rotate_eq, H]
    simp

end

end OccupiedRotationDressing
```

The `calc` block is the displayed chain of equalities, and the other direction substitutes $R=0$ into the product form of the rotation.

For electronic-structure work with real orbitals in a finite basis, this means that canonical and localised occupied orbitals related by an orthogonal matrix give equivalent amplitude equations of this dressed second-order form, provided that the dressed occupied block $F$ is kept in full, including its off-diagonal elements. By the trace theorem, corresponding solutions also share the same $\operatorname{tr}W$.

The equivalence relates solutions without establishing that any exist or that an iteration finds them. It concerns occupied rotations only, with the virtual orbitals held fixed, and the size consistency of BW-s2 is a separate matter.

```lean
#print axioms OccupiedRotationDressing.trace_dressing_rotate
#print axioms OccupiedRotationDressing.orthogonal_of_trace_invariant
#print axioms OccupiedRotationDressing.amplitude_equation_rotate
```

```
'OccupiedRotationDressing.trace_dressing_rotate' depends on axioms: [propext, Classical.choice, Quot.sound]
'OccupiedRotationDressing.orthogonal_of_trace_invariant' depends on axioms: [propext, Classical.choice, Quot.sound]
'OccupiedRotationDressing.amplitude_equation_rotate' depends on axioms: [propext, Classical.choice, Quot.sound]
```
